# The propagator of a three-site chain as a quadratic polynomial in its Hamiltonian

A single particle hops on a chain of three sites with zero on-site energies and real couplings a and b between neighbours. In the site basis its Hamiltonian H is a 3 × 3 matrix, and in units with ħ = 1 its propagator is exp(−itH). With Ω = √(a² + b²), the theorem `propagator_closed_form` states that Ω² exp(−itH) = Ω²·1 − iΩ sin(Ωt) H + (cos(Ωt) − 1) H² for every real t. When Ω = 0 both sides vanish, and the identity says nothing about the propagator. For Ω ≠ 0 the proof passes to the unnormalised modes of H, with energies Ω, −Ω and 0, where the exponential becomes a diagonal matrix of phases. It checks the identity for each mode and then cancels the invertible matrix of modes.

The first attempt, which Lean rejects:

```lean
import Mathlib

open Matrix NormedSpace

namespace ThreeSiteTransfer

noncomputable section

/-- Hamiltonian of a three-site chain with coupling `a` between sites 1 and 2 and
coupling `b` between sites 2 and 3; the sites carry the indices 0, 1, 2. -/
def chain (a b : ℝ) : Matrix (Fin 3) (Fin 3) ℂ :=
  !![0, (a : ℂ), 0; (a : ℂ), 0, (b : ℂ); 0, (b : ℂ), 0]

/-- The propagator `exp(-itH)` of the chain. -/
def propagator (a b t : ℝ) : Matrix (Fin 3) (Fin 3) ℂ :=
  NormedSpace.exp ((-(Complex.I * (t : ℂ))) • chain a b)

/-- The frequency `Ω = √(a² + b²)`. -/
def freq (a b : ℝ) : ℝ := Real.sqrt (a ^ 2 + b ^ 2)

/-- The three mode energies `Ω, -Ω, 0`. -/
def modeEnergy (a b : ℝ) : Fin 3 → ℂ := ![(freq a b : ℂ), -(freq a b : ℂ), 0]

/-- The matrix whose columns are the unnormalised modes of the chain. -/
def modes (a b : ℝ) : Matrix (Fin 3) (Fin 3) ℂ :=
  !![(a : ℂ), (a : ℂ), (b : ℂ); (freq a b : ℂ), -(freq a b : ℂ), 0;
    (b : ℂ), (b : ℂ), -(a : ℂ)]

/-- The squared frequency is the sum of the squared couplings. -/
theorem freq_sq (a b : ℝ) : (freq a b : ℂ) ^ 2 = (a : ℂ) ^ 2 + (b : ℂ) ^ 2 := by
  have h : freq a b ^ 2 = a ^ 2 + b ^ 2 := Real.sq_sqrt (by positivity)
  exact_mod_cast h

/-- The Hamiltonian multiplies each mode by its energy. -/
theorem chain_mul_modes (a b : ℝ) :
    chain a b * modes a b = modes a b * diagonal (modeEnergy a b) := by
  have hw := freq_sq a b
  ext i j
  rw [Matrix.mul_diagonal]
  fin_cases i <;> fin_cases j <;>
    simp [chain, modes, modeEnergy, Matrix.mul_apply, Fin.sum_univ_succ] <;> grind

/-- When the frequency is nonzero, the mode matrix is invertible. -/
theorem isUnit_modes (a b : ℝ) (h : freq a b ≠ 0) : IsUnit (modes a b) := by
  have hw := freq_sq a b
  have hd : (modes a b).det = 2 * (freq a b : ℂ) ^ 3 := by
    rw [Matrix.det_fin_three]
    simp [modes]
    linear_combination (-2 * (freq a b : ℂ)) * hw
  have h' : (freq a b : ℂ) ≠ 0 := by exact_mod_cast h
  rw [Matrix.isUnit_iff_isUnit_det, hd, isUnit_iff_ne_zero]
  exact mul_ne_zero two_ne_zero (pow_ne_zero 3 h')

/-- The propagator, multiplied by `Ω²`, is a quadratic polynomial in the Hamiltonian with
coefficients `Ω²`, `-iΩ sin Ωt` and `cos Ωt - 1`. -/
theorem propagator_closed_form (a b t : ℝ) :
    (freq a b : ℂ) ^ 2 • propagator a b t =
      (freq a b : ℂ) ^ 2 • (1 : Matrix (Fin 3) (Fin 3) ℂ)
      - (Complex.I * freq a b * Complex.sin (freq a b * t)) • chain a b
      + (Complex.cos (freq a b * t) - 1) • chain a b ^ 2 := by
  by_cases h : freq a b = 0
  · simp [h]
  have hU := isUnit_modes a b h
  have hdet := (Matrix.isUnit_iff_isUnit_det _).1 hU
  have hD := chain_mul_modes a b
  -- in the mode basis the exponential is a diagonal matrix of phases
  have hH : (-(Complex.I * (t : ℂ))) • chain a b =
      modes a b * diagonal ((-(Complex.I * (t : ℂ))) • modeEnergy a b) * (modes a b)⁻¹ := by
    rw [Matrix.diagonal_smul, Matrix.mul_smul, ← hD, Matrix.smul_mul, Matrix.mul_assoc,
      Matrix.mul_nonsing_inv _ hdet, Matrix.mul_one]
  have hv : NormedSpace.exp ((-(Complex.I * (t : ℂ))) • modeEnergy a b) =
      fun j => Complex.exp (-(Complex.I * (t : ℂ)) * modeEnergy a b j) := by
    ext j
    rw [Pi.exp_apply, ← Complex.exp_eq_exp_ℂ, Pi.smul_apply, smul_eq_mul]
  have hP : propagator a b t * modes a b = modes a b *
      diagonal (fun j => Complex.exp (-(Complex.I * (t : ℂ)) * modeEnergy a b j)) := by
    rw [propagator, hH, Matrix.exp_conj _ _ hU, Matrix.exp_diagonal, hv, Matrix.mul_assoc,
      Matrix.nonsing_inv_mul _ hdet, Matrix.mul_one]
  have h2 : chain a b ^ 2 * modes a b =
      modes a b * diagonal (modeEnergy a b) * diagonal (modeEnergy a b) := by
    rw [pow_two, Matrix.mul_assoc, hD, ← Matrix.mul_assoc, hD]
  have e1 : Complex.exp (-(Complex.I * t * freq a b)) =
      Complex.cos (freq a b * t) - Complex.sin (freq a b * t) * Complex.I := by
    rw [show -(Complex.I * (t : ℂ) * freq a b) = (-(freq a b * t : ℂ)) * Complex.I by ring,
      Complex.exp_mul_I, Complex.cos_neg, Complex.sin_neg]
    ring
  have e2 : Complex.exp (Complex.I * t * freq a b) =
      Complex.cos (freq a b * t) + Complex.sin (freq a b * t) * Complex.I := by
    rw [show Complex.I * (t : ℂ) * freq a b = (freq a b * t : ℂ) * Complex.I by ring,
      Complex.exp_mul_I]
  -- the scalar identity for each mode
  have key : ∀ j, (freq a b : ℂ) ^ 2 *
      Complex.exp (-(Complex.I * (t : ℂ)) * modeEnergy a b j) = (freq a b : ℂ) ^ 2
        - Complex.I * freq a b * Complex.sin (freq a b * t) * modeEnergy a b j
        + (Complex.cos (freq a b * t) - 1) * modeEnergy a b j ^ 2 := by
    intro j
    fin_cases j <;> simp [modeEnergy, e1, e2] <;> ring
  apply hU.mul_right_cancel
  simp only [add_mul, sub_mul, smul_mul_assoc, one_mul, hP, hD, h2]
  ext i j
  simp only [Matrix.smul_apply, Matrix.add_apply, Matrix.sub_apply, Matrix.mul_diagonal,
    smul_eq_mul]
  linear_combination modes a b i j * key j

end

end ThreeSiteTransfer
```

The error:

```
Main.lean:74:8: error(lean.unknownIdentifier): Unknown identifier `Pi.exp_apply`
```

What went wrong. The only error is a name that Lean can't find: `Pi.exp_apply` is not a known identifier here. It stands in the proof of `hv`, which says that the exponential of the vector of mode energies, multiplied by −it, is the vector of the separate exponentials. After `ext j` the left side is the `j`-th entry of the exponential of a function, and the first rewrite has to turn this into the exponential of the `j`-th entry. With the name unknown, `rw` has no lemma to apply and fails at its first step.

The lemma needed is called `Pi.coe_exp`, and the diff puts that name in place of the other. The remaining rewrites then work as they stand: `← Complex.exp_eq_exp_ℂ` passes from the general exponential to `Complex.exp`, and `Pi.smul_apply` and `smul_eq_mul` write the entry of the scaled vector as a product. The rest of the proof is unchanged.

The change, after which it compiles:

```diff
@@ -72,5 +72,5 @@
       fun j => Complex.exp (-(Complex.I * (t : ℂ)) * modeEnergy a b j) := by
     ext j
-    rw [Pi.exp_apply, ← Complex.exp_eq_exp_ℂ, Pi.smul_apply, smul_eq_mul]
+    rw [Pi.coe_exp, ← Complex.exp_eq_exp_ℂ, Pi.smul_apply, smul_eq_mul]
   have hP : propagator a b t * modes a b = modes a b *
       diagonal (fun j => Complex.exp (-(Complex.I * (t : ℂ)) * modeEnergy a b j)) := by
```
